# Zero-frequency Jordan chains of the real RPA matrix have length at most two when A+B and A−B are positive semidefinite

A mean-field solution that breaks a continuous symmetry can be shifted along that symmetry at no cost in energy, and its linear response then has a mode at zero frequency. The response matrix M need not be symmetric, so such a mode may come with further vectors that M maps onto it step by step, a Jordan chain. With the equation of motion i dv/dt = Mv, a chain of two vectors gives a drift linear in time, and a chain of three gives quadratic growth. How long can the chain be if the mean field is marginally stable, with no direction that lowers the energy to second order?

## The response matrix and its chains

```lean
import Mathlib

open Matrix

namespace RPAZeroModeChains

variable {n : Type*} [Fintype n]
```

The file loads the library Mathlib and fixes a finite index set `n`, which labels the particle–hole pairs. A vector is a function `n → ℝ`.

```lean
/-- The RPA matrix `[[A, B], [-B, -A]]` acting on excitation and de-excitation amplitudes. -/
def rpaMatrix (A B : Matrix n n ℝ) : Matrix (n ⊕ n) (n ⊕ n) ℝ :=
  fromBlocks A B (-B) (-A)
```

For amplitudes (x, y) of excitation and de-excitation,

M(x, y) = (Ax + By, −Bx − Ay).

The index set `n ⊕ n` is two copies of `n`, one for x and one for y. The matrices are real and given; they are not derived from a mean-field calculation.

```lean
/-- The sum `x + y` of the excitation and de-excitation amplitudes of `(x, y)`. -/
def plusPart (v : n ⊕ n → ℝ) : n → ℝ := v ∘ Sum.inl + v ∘ Sum.inr
```

This is s = x + y.

```lean
/-- The difference `x - y` of the excitation and de-excitation amplitudes of `(x, y)`. -/
def minusPart (v : n ⊕ n → ℝ) : n → ℝ := v ∘ Sum.inl - v ∘ Sum.inr
```

This is d = x − y. Together, s and d determine x and y.

```lean
/-- The vectors `v 0, ..., v (l - 1)` form a Jordan chain of `M` at frequency zero: `v 0` is a
nonzero zero mode, and `M` maps each later vector to the one before it. -/
def IsZeroChain {m : Type*} [Fintype m] (M : Matrix m m ℝ) (l : ℕ) (v : ℕ → m → ℝ) : Prop :=
  0 < l ∧ v 0 ≠ 0 ∧ M *ᵥ v 0 = 0 ∧ ∀ j, j + 1 < l → M *ᵥ v (j + 1) = v j
```

`IsZeroChain M l v` says that v₀ ≠ 0, Mv₀ = 0 and Mvⱼ₊₁ = vⱼ, for the l vectors v₀, …, vₗ₋₁. The symbol `*ᵥ` is matrix times vector.

## Sum and difference amplitudes

```lean
/-- The RPA matrix exchanges the two combinations of amplitudes: `A - B` maps the difference to
the new sum, and `A + B` maps the sum to the new difference. -/
theorem rpa_exchanges_parts (A B : Matrix n n ℝ) (v : n ⊕ n → ℝ) :
    plusPart (rpaMatrix A B *ᵥ v) = (A - B) *ᵥ minusPart v ∧
      minusPart (rpaMatrix A B *ᵥ v) = (A + B) *ᵥ plusPart v := by
  constructor
  · simp only [plusPart, minusPart, rpaMatrix, fromBlocks_mulVec, Sum.elim_comp_inl,
      Sum.elim_comp_inr, Matrix.sub_mulVec, Matrix.mulVec_sub, Matrix.neg_mulVec]
    abel
  · simp only [plusPart, minusPart, rpaMatrix, fromBlocks_mulVec, Sum.elim_comp_inl,
      Sum.elim_comp_inr, Matrix.add_mulVec, Matrix.mulVec_add, Matrix.neg_mulVec]
    abel
```

Adding and subtracting the two components of M(x, y) gives

s′ = (A − B)x − (A − B)y = (A − B)d
d′ = (A + B)x + (A + B)y = (A + B)s.

The Lean proof expands the blocks with `simp only` and collects terms with `abel`.

```lean
omit [Fintype n] in
/-- A pair of amplitudes vanishes exactly when its sum and its difference vanish. -/
theorem eq_zero_iff_parts (v : n ⊕ n → ℝ) : v = 0 ↔ plusPart v = 0 ∧ minusPart v = 0 := by
  constructor
  · rintro rfl
    constructor <;> ext i <;> simp [plusPart, minusPart]
  · rintro ⟨hs, hd⟩
    have h1 : ∀ i, v (Sum.inl i) + v (Sum.inr i) = 0 := fun i => congrFun hs i
    have h2 : ∀ i, v (Sum.inl i) - v (Sum.inr i) = 0 := fun i => congrFun hd i
    ext i
    rcases i with i | i
    · change v (Sum.inl i) = 0
      linarith [h1 i, h2 i]
    · change v (Sum.inr i) = 0
      linarith [h1 i, h2 i]
```

If x + y = 0 and x − y = 0, then x = y = 0. An equation for a pair can therefore be checked on s and d separately.

## From three applications to two

```lean
/-- For positive semidefinite `K` and `L`, a vector annihilated by `L K L` is already annihilated
by `K L`. -/
theorem posSemidef_cancel {K L : Matrix n n ℝ} (hK : K.PosSemidef) (hL : L.PosSemidef)
    (d : n → ℝ) (h : L *ᵥ (K *ᵥ (L *ᵥ d)) = 0) : K *ᵥ (L *ᵥ d) = 0 := by
  have hT : Lᵀ = L := by
    have h' := hL.isHermitian.eq
    rwa [conjTranspose_eq_transpose_of_trivial] at h'
  -- move one factor of `L` across the scalar product
  have hmove : ∀ w : n → ℝ, (L *ᵥ d) ⬝ᵥ w = d ⬝ᵥ (L *ᵥ w) := by
    intro w
    rw [Matrix.dotProduct_mulVec, ← Matrix.mulVec_transpose, hT]
  -- the quadratic form of `K` vanishes at `L d`
  have hq : star (L *ᵥ d) ⬝ᵥ (K *ᵥ (L *ᵥ d)) = 0 := by
    rw [star_trivial, hmove, h, dotProduct_zero]
  exact (hK.dotProduct_mulVec_zero_iff _).mp hq
```

`PosSemidef` means symmetric with a nonnegative quadratic form. Suppose LKLd = 0. Since L is symmetric,

(Ld)·K(Ld) = d·(LKLd) = 0.

Write K = CᵀC. The left side is |C(Ld)|², so C(Ld) = 0 and hence KLd = 0. In Lean, `hmove` carries L across the scalar product, `hq` is the vanishing quadratic form, and a Mathlib lemma supplies the last step.

```lean
/-- If `A + B` and `A - B` are positive semidefinite, amplitudes annihilated by three applications
of the RPA matrix are annihilated by two. -/
theorem rpa_three_to_two {A B : Matrix n n ℝ} (hp : (A + B).PosSemidef)
    (hm : (A - B).PosSemidef) (v : n ⊕ n → ℝ)
    (h : rpaMatrix A B *ᵥ (rpaMatrix A B *ᵥ (rpaMatrix A B *ᵥ v)) = 0) :
    rpaMatrix A B *ᵥ (rpaMatrix A B *ᵥ v) = 0 := by
  have hs := fun w => (rpa_exchanges_parts A B w).1
  have hd := fun w => (rpa_exchanges_parts A B w).2
  rw [eq_zero_iff_parts] at h ⊢
  obtain ⟨h1, h2⟩ := h
  rw [hs, hd, hs] at h1
  rw [hd, hs, hd] at h2
  rw [hs, hd, hd, hs]
  exact ⟨posSemidef_cancel hm hp _ h2, posSemidef_cancel hp hm _ h1⟩
```

The hypotheses `hp` and `hm` say that the mean field is stable or marginally stable: the energy has no negative curvature for real or for imaginary orbital variations. They also make A and B symmetric. With P = A + B and Q = A − B,

M²: (s, d) ↦ (QPs, PQd)
M³: (s, d) ↦ (QPQd, PQPs).

If M³v = 0, the previous lemma turns QPQd = 0 into PQd = 0, and PQPs = 0 into QPs = 0. Hence M²v = 0.

```lean
/-- If `A + B` and `A - B` are positive semidefinite, every power of the RPA matrix from the
second on has the same kernel as its square. -/
theorem rpa_ker_pow_eq_ker_sq [DecidableEq n] {A B : Matrix n n ℝ} (hp : (A + B).PosSemidef)
    (hm : (A - B).PosSemidef) {m : ℕ} (h2 : 2 ≤ m) :
    LinearMap.ker (rpaMatrix A B ^ m).mulVecLin =
      LinearMap.ker (rpaMatrix A B ^ 2).mulVecLin := by
  have hstep : ∀ (k : ℕ) (v : n ⊕ n → ℝ),
      rpaMatrix A B ^ (k + 1) *ᵥ v = rpaMatrix A B *ᵥ (rpaMatrix A B ^ k *ᵥ v) := by
    intro k v
    rw [Matrix.mulVec_mulVec, ← pow_succ']
  induction m, h2 using Nat.le_induction with
  | base => rfl
  | succ m h2 ih =>
    rw [← ih]
    obtain ⟨k, rfl⟩ := Nat.exists_eq_add_of_le' h2
    ext v
    rw [LinearMap.mem_ker, LinearMap.mem_ker, Matrix.mulVecLin_apply, Matrix.mulVecLin_apply]
    constructor
    · intro h
      rw [hstep, hstep, hstep] at h
      rw [hstep, hstep]
      exact rpa_three_to_two hp hm _ h
    · intro h
      rw [hstep, h, Matrix.mulVec_zero]
```

Thus ker Mᵐ = ker M² for every m ≥ 2. For the induction step write m = k + 2. If Mᵐ⁺¹v = 0, then M³(Mᵏv) = 0, so M²(Mᵏv) = 0, which is Mᵐv = 0. The reverse inclusion follows by applying M once more.

```lean
/-- If `A + B` and `A - B` are positive semidefinite, every zero-frequency Jordan chain of the
RPA matrix has length at most two. -/
theorem rpa_zero_chain_length_le_two {A B : Matrix n n ℝ} (hp : (A + B).PosSemidef)
    (hm : (A - B).PosSemidef) {l : ℕ} {v : ℕ → n ⊕ n → ℝ}
    (hv : IsZeroChain (rpaMatrix A B) l v) : l ≤ 2 := by
  obtain ⟨_, hne, h0, hs⟩ := hv
  by_contra hl
  have h1 : rpaMatrix A B *ᵥ v 1 = v 0 := hs 0 (by omega)
  have h2 : rpaMatrix A B *ᵥ v 2 = v 1 := hs 1 (by omega)
  -- the third vector would be killed by the cube but not by the square
  have h3 := rpa_three_to_two hp hm (v 2) (by rw [h2, h1, h0])
  rw [h2, h1] at h3
  exact hne h3
```

If a chain had three or more vectors, M³v₂ = Mv₀ = 0 would give M²v₂ = v₀ = 0, a contradiction. For RPA, or linear-response TDDFT with a frequency-independent (adiabatic) kernel, with real matrices in a finite basis, a zero-frequency chain at a marginally stable solution therefore has at most one vector beyond the zero mode. Nonzero frequencies are not addressed.

## Chains of length two and three

```lean
/-- If `p ≠ 0` is annihilated by `A - B` and `u` solves `(A + B) u = p`, then `(p, -p)` and
`(u, u)` form a zero-frequency Jordan chain of length two. -/
theorem rpa_zero_mode_partner {A B : Matrix n n ℝ} {p u : n → ℝ} (hne : p ≠ 0)
    (hp : (A - B) *ᵥ p = 0) (hu : (A + B) *ᵥ u = p) :
    IsZeroChain (rpaMatrix A B) 2
      (fun j => if j = 0 then Sum.elim p (-p) else Sum.elim u u) := by
  have h0 : rpaMatrix A B *ᵥ Sum.elim p (-p) = 0 := by
    rw [Matrix.sub_mulVec] at hp
    have e : A *ᵥ p = B *ᵥ p := sub_eq_zero.mp hp
    rw [rpaMatrix, fromBlocks_mulVec]
    ext i
    rcases i with i | i <;> simp [Matrix.mulVec_neg, Matrix.neg_mulVec, e]
  have h1 : rpaMatrix A B *ᵥ Sum.elim u u = Sum.elim p (-p) := by
    rw [← hu, rpaMatrix, fromBlocks_mulVec]
    ext i
    rcases i with i | i
    · simp [Matrix.add_mulVec]
    · simp [Matrix.add_mulVec, Matrix.neg_mulVec]
      try ring
  refine ⟨by norm_num, fun h => hne ?_, h0, fun j hj => ?_⟩
  · ext i
    exact congrFun h (Sum.inl i)
  · obtain rfl : j = 0 := by omega
    exact h1
```

The pair (p, −p) has s = 0 and d = 2p, so M sends it to zero. The pair (u, u) has s = 2u and d = 0, so its image has s′ = 0 and d′ = 2(A + B)u = 2p, which is (p, −p). Positivity is not needed here.

```lean
/-- The one-mode problem `A = B = 1` has `A + B` and `A - B` positive semidefinite and a
zero-frequency Jordan chain of length two. -/
theorem rpa_chain_length_two_witness :
    ((1 : Matrix (Fin 1) (Fin 1) ℝ) + 1).PosSemidef ∧
    ((1 : Matrix (Fin 1) (Fin 1) ℝ) - 1).PosSemidef ∧
    IsZeroChain (rpaMatrix (1 : Matrix (Fin 1) (Fin 1) ℝ) 1) 2
      (fun j => if j = 0 then Sum.elim (fun _ => 2) (-(fun _ => 2))
        else Sum.elim (fun _ => 1) (fun _ => 1)) := by
  refine ⟨PosSemidef.one.add PosSemidef.one, ?_, rpa_zero_mode_partner ?_ ?_ ?_⟩
  · rw [sub_self]
    exact PosSemidef.zero
  · intro h
    have h' : (2 : ℝ) = 0 := congrFun h 0
    norm_num at h'
  · rw [sub_self, Matrix.zero_mulVec]
  · rw [Matrix.add_mulVec, Matrix.one_mulVec]
    ext i
    norm_num
```

For one mode with A = B = 1, we have A + B = 2 and A − B = 0, and

M(1, 1) = (2, −2)
M(2, −2) = (0, 0).

The bound of two is attained.

```lean
/-- These symmetric two-mode matrices `A` and `B` have `A - B` positive semidefinite and a
zero-frequency Jordan chain of length three. -/
theorem rpa_chain_length_three_of_indefinite :
    (!![1, 1; 1, 0] : Matrix (Fin 2) (Fin 2) ℝ).IsSymm ∧
    (!![-1, 1; 1, 0] : Matrix (Fin 2) (Fin 2) ℝ).IsSymm ∧
    ((!![1, 1; 1, 0] : Matrix (Fin 2) (Fin 2) ℝ) - !![-1, 1; 1, 0]).PosSemidef ∧
    IsZeroChain (rpaMatrix (!![1, 1; 1, 0] : Matrix (Fin 2) (Fin 2) ℝ) !![-1, 1; 1, 0]) 3
      (fun j => if j = 0 then Sum.elim ![0, 4] ![0, -4]
        else if j = 1 then Sum.elim ![2, 0] ![2, 0] else Sum.elim ![1, 0] ![-1, 0]) := by
  refine ⟨?_, ?_, ?_, by norm_num, ?_, ?_, ?_⟩
  · ext i j
    fin_cases i <;> fin_cases j <;> simp
  · ext i j
    fin_cases i <;> fin_cases j <;> simp
  · have e : (!![1, 1; 1, 0] : Matrix (Fin 2) (Fin 2) ℝ) - !![-1, 1; 1, 0]
        = diagonal ![2, 0] := by
      ext i j
      fin_cases i <;> fin_cases j <;> norm_num [Matrix.diagonal]
    rw [e, posSemidef_diagonal_iff]
    intro i
    fin_cases i <;> simp
  · intro h
    have h' : (4 : ℝ) = 0 := congrFun h (Sum.inl 1)
    norm_num at h'
  · ext i
    rcases i with i | i <;> fin_cases i <;>
      norm_num [rpaMatrix, Matrix.mulVec, dotProduct, Fin.sum_univ_succ]
  · intro j hj
    have hj' : j = 0 ∨ j = 1 := by omega
    rcases hj' with rfl | rfl <;> ext i <;> rcases i with i | i <;> fin_cases i <;>
      norm_num [rpaMatrix, Matrix.mulVec, dotProduct, Fin.sum_univ_succ]

end RPAZeroModeChains
```

Here A − B = diag(2, 0), but A + B has off-diagonal entries 2 and zero diagonal, hence eigenvalues ±2: the mean field is unstable. A positive semidefinite A − B therefore does not by itself bound the chain length by two. A positive definite one does, for any symmetric A + B, though this is not in the Lean file: QPQd = 0 gives PQd = 0 because Q is invertible, and PQPs = 0 still gives QPs = 0 because that step uses only the symmetry of P. Following (s, d) from the last vector v₂ to the zero mode v₀,

v₂: s = (0, 0), d = (2, 0)
v₁: s = (4, 0), d = (0, 0)
v₀: s = (0, 0), d = (0, 8),

and Mv₀ = 0 because A − B annihilates (0, 8). Lean checks the same chain entry by entry.

```lean
#print axioms RPAZeroModeChains.rpa_ker_pow_eq_ker_sq
#print axioms RPAZeroModeChains.rpa_zero_chain_length_le_two
#print axioms RPAZeroModeChains.rpa_chain_length_three_of_indefinite
```

```
'RPAZeroModeChains.rpa_ker_pow_eq_ker_sq' depends on axioms: [propext, Classical.choice, Quot.sound]
'RPAZeroModeChains.rpa_zero_chain_length_le_two' depends on axioms: [propext, Classical.choice, Quot.sound]
'RPAZeroModeChains.rpa_chain_length_three_of_indefinite' depends on axioms: [propext, Classical.choice, Quot.sound]
```
